# A force field on three atoms with translation and reflection symmetry and zero net force but no energy

A machine-learned model can output atomic forces directly, without differentiating a predicted energy. Before such forces go into a constant-energy molecular dynamics run, or into a geometry optimisation that expects an energy to descend, it matters whether an energy exists at all. In the simplified case treated here, forces that are exactly linear in the coordinates, F(x) = A x, the check is to compare the matrix A with its transpose. For finitely many labelled atoms on a line with linear forces, that check is exact. Building translation invariance, reflection symmetry and zero net force into the model guarantees that it passes for two atoms, but a field on three atoms shows that it does not guarantee this in general.

## Configurations, forces and energies

A configuration is a list of real positions x_i, one for each atom label i in a finite set `n`, so x has type `n → ℝ`. A force field F assigns to each configuration the forces F_i(x). The dot product u·v = Σ_i u_i v_i is `u ⬝ᵥ v`, and the matrix-vector product (A x)_i = Σ_j A_ij x_j is `A *ᵥ x`. Atoms are numbered from 0, as in `Fin 3`, so x₂ − x₁ is `x 2 - x 1` and A₀₁ is `A 0 1`.

```lean
import Mathlib

open Matrix

namespace DirectForcePrediction

noncomputable section

variable {n : Type*} [Fintype n] [DecidableEq n]
```

Let e_i be the unit vector that moves atom i alone, `Pi.single i 1`, and let DE(x) v be the derivative of a function E at x applied to a displacement v, `fderiv ℝ E x v`. The function E is an energy of F when it is differentiable at every configuration and

F_i(x) = −DE(x) e_i = −∂E/∂x_i.

Differentiability is meant in the total sense: E has a linear approximation at each point, which is more than having partial derivatives. It is stated separately because `fderiv` returns zero where E is not differentiable. No second derivatives are assumed. The energy must be defined on the whole configuration space, so potentials that diverge when atoms coincide are not in the class considered.

```lean
/-- `E` is a differentiable energy whose negative gradient is the force field `F`:
the force on coordinate `i` is minus the partial derivative of `E` along `x i`. -/
def IsEnergyOf (E : (n → ℝ) → ℝ) (F : (n → ℝ) → n → ℝ) : Prop :=
  Differentiable ℝ E ∧ ∀ x i, F x i = -fderiv ℝ E x (Pi.single i 1)
```

Translation invariance says that a common shift c of all atoms leaves the forces unchanged:

F(x + c·1) = F(x),

where 1 is the vector with all entries equal to 1.

```lean
/-- The forces do not change when all atoms on the line are shifted by the same amount. -/
def TranslationInvariant (F : (n → ℝ) → n → ℝ) : Prop :=
  ∀ (x : n → ℝ) (c : ℝ), F (fun i => x i + c) = F x
```

Under the reflection x ↦ −x the forces reverse, F(−x) = −F(x). Shifts and this reflection generate the rigid motions of a line. The atoms carry labels, like three different species, and no symmetry under exchange of atoms is imposed.

```lean
/-- All forces change sign when the configuration is reflected through the origin. -/
def ReflectionOdd (F : (n → ℝ) → n → ℝ) : Prop :=
  ∀ x : n → ℝ, F (-x) = -F x
```

Zero net force, Σ_i F_i(x) = 0 for every x, is the condition under which Newton's equations conserve total momentum.

```lean
/-- The forces on all atoms add up to zero in every configuration. -/
def ZeroNetForce (F : (n → ℝ) → n → ℝ) : Prop :=
  ∀ x : n → ℝ, ∑ i, F x i = 0
```

For a real square matrix A the candidate energy is

E_A(x) = −½ x·A x.

With this sign, −A plays the part of the force-constant matrix. Nothing is assumed about its eigenvalues, so the origin need not be a minimum.

```lean
/-- The quadratic energy `-(1/2) x · A x`. -/
def harmonicEnergy (A : Matrix n n ℝ) (x : n → ℝ) : ℝ :=
  -(1 / 2) * (x ⬝ᵥ A *ᵥ x)
```

The field of the counter-example, on atoms 0, 1, 2, is

F(x) = (x₂ − x₁, x₁ − x₂, 0).

Atoms 0 and 1 feel opposite forces set by the separation of atoms 1 and 2, and atom 2 feels nothing.

```lean
/-- The force field `(x₂ - x₁, x₁ - x₂, 0)` on three labelled atoms 0, 1, 2 on a line. -/
def directForce (x : Fin 3 → ℝ) : Fin 3 → ℝ :=
  ![x 2 - x 1, x 1 - x 2, 0]
```

## Energy along a straight segment

Take a start x, a displacement v and a real parameter s. The path x + s v has velocity v, so the chain rule at s = t gives

d/ds E(x + s v) = DE(x + t v) v.

The fact `h` is the velocity of the path, and `HasFDerivAt.comp_hasDerivAt` is the chain rule.

```lean
omit [DecidableEq n] in
/-- Along the straight path `x + s v` a differentiable energy changes at the rate given by
its derivative in the direction `v`. -/
theorem hasDerivAt_line {E : (n → ℝ) → ℝ} (hE : Differentiable ℝ E) (x v : n → ℝ) (t : ℝ) :
    HasDerivAt (fun s : ℝ => E (x + s • v)) (fderiv ℝ E (x + t • v) v) t := by
  have h : HasDerivAt (fun s : ℝ => x + s • v) v t := by
    simpa using ((hasDerivAt_id' t).smul_const v).const_add x
  exact HasFDerivAt.comp_hasDerivAt (f := fun s : ℝ => x + s • v) t
    (hE (x + t • v)).hasFDerivAt h
```

Write v = Σ_i v_i e_i (`hv`) and use DE(y) e_i = −F_i(y) (`hi`) at a configuration y. Since DE(y) is linear,

DE(y) v = Σ_i v_i DE(y) e_i = −Σ_i v_i F_i(y) = −F(y)·v.

The lines of the `calc` block are these equalities, with `map_sum` and `map_smul` supplying the linearity.

```lean
/-- If `F` is the negative gradient of `E`, the derivative of `E` in the direction `v`
is `-F · v`. -/
theorem directional_derivative {E : (n → ℝ) → ℝ} {F : (n → ℝ) → n → ℝ}
    (h : IsEnergyOf E F) (y v : n → ℝ) : fderiv ℝ E y v = -(F y ⬝ᵥ v) := by
  have hv : v = ∑ i, v i • (Pi.single i 1 : n → ℝ) := by
    ext j
    simp [Finset.sum_apply, Pi.single_apply]
  have hi : ∀ i, fderiv ℝ E y (Pi.single i 1) = -F y i := fun i => by
    rw [h.2 y i, neg_neg]
  calc fderiv ℝ E y v = fderiv ℝ E y (∑ i, v i • (Pi.single i 1 : n → ℝ)) :=
        congrArg _ hv
    _ = ∑ i, v i * -F y i := by
        rw [map_sum]
        simp only [map_smul, smul_eq_mul, hi]
    _ = -(F y ⬝ᵥ v) := by
        rw [dotProduct, ← Finset.sum_neg_distrib]
        exact Finset.sum_congr rfl fun i _ => by ring
```

Now let F(x) = A x have an energy E. The work done by the force along x + s′v for s′ from 0 to s is s (A x·v) + ½ s² (A v·v). Add it to the energy:

g(s) = E(x + s v) + s (A x·v) + ½ s² (A v·v).

By the two previous steps,

g′(t) = −A(x + t v)·v + A x·v + t (A v·v) = 0,

because A(x + t v) = A x + t A v. A function with vanishing derivative is constant, and g(1) = g(0) reads

E(x + v) − E(x) = −(A x·v + ½ A v·v).

In the proof `h1`, `h2`, `h3` differentiate the three terms of g, `ring` performs the cancellation, and `is_const_of_deriv_eq_zero` applied to 1 and 0 gives g(1) = g(0) without any integral.

```lean
/-- If the linear force field `A x` has the energy `E`, a displacement `v` from `x` changes
the energy by `-(A x · v + (1/2) A v · v)`. -/
theorem energy_change {A : Matrix n n ℝ} {E : (n → ℝ) → ℝ}
    (h : IsEnergyOf E fun x => A *ᵥ x) (x v : n → ℝ) :
    E (x + v) - E x = -((A *ᵥ x) ⬝ᵥ v + 1 / 2 * ((A *ᵥ v) ⬝ᵥ v)) := by
  -- energy plus accumulated work is constant along the segment
  have hd : ∀ t : ℝ, HasDerivAt
      (fun s : ℝ => E (x + s • v) + s * ((A *ᵥ x) ⬝ᵥ v) + s * s * (1 / 2 * ((A *ᵥ v) ⬝ᵥ v)))
      0 t := by
    intro t
    have h1 := hasDerivAt_line h.1 x v t
    have h2 := (hasDerivAt_id' t).mul_const ((A *ᵥ x) ⬝ᵥ v)
    have h3 := ((hasDerivAt_id' t).fun_mul (hasDerivAt_id' t)).mul_const
      (1 / 2 * ((A *ᵥ v) ⬝ᵥ v))
    refine ((h1.fun_add h2).fun_add h3).congr_deriv ?_
    rw [directional_derivative h]
    simp only [Matrix.mulVec_add, Matrix.mulVec_smul, add_dotProduct, smul_dotProduct,
      smul_eq_mul]
    ring
  have hc := is_const_of_deriv_eq_zero (fun t => (hd t).differentiableAt)
    (fun t => (hd t).deriv) 1 0
  simp only [one_smul, zero_smul, add_zero, one_mul, zero_mul] at hc
  linarith
```

## A linear field has an energy exactly when A is symmetric

Suppose first that A is symmetric. Then x·A v = v·A x (`hs`), and expanding the quadratic form gives

E_A(x + s v) = −½ [x·A x + s (x·A v + v·A x) + s² v·A v]

= E_A(x) − s (v·A x) + s² E_A(v),

which is `hf`. The function E_A is a polynomial in the coordinates and hence differentiable. The derivative at s = 0 is DE_A(x) v by the chain rule and −v·A x from the expansion, and `h1.unique h2` equates the two. Setting v = e_i yields −∂E_A/∂x_i = (A x)_i.

```lean
/-- For a symmetric matrix `A`, the linear force field `A x` is the negative gradient of
the quadratic energy `-(1/2) x · A x`. -/
theorem harmonicEnergy_isEnergyOf {A : Matrix n n ℝ} (hA : A.IsSymm) :
    IsEnergyOf (harmonicEnergy A) fun x => A *ᵥ x := by
  have hE : Differentiable ℝ (harmonicEnergy A) := by
    show Differentiable ℝ fun x : n → ℝ => -(1 / 2 : ℝ) * ∑ i, x i * ∑ j, A i j * x j
    fun_prop
  refine ⟨hE, fun x i => ?_⟩
  have key : ∀ v : n → ℝ, fderiv ℝ (harmonicEnergy A) x v = -(v ⬝ᵥ A *ᵥ x) := by
    intro v
    -- symmetry makes the two cross terms equal
    have hs : x ⬝ᵥ A *ᵥ v = v ⬝ᵥ A *ᵥ x := by
      rw [Matrix.dotProduct_mulVec, ← Matrix.mulVec_transpose, hA.eq, dotProduct_comm]
    have hf : (fun s : ℝ => harmonicEnergy A (x + s • v)) = fun s : ℝ =>
        harmonicEnergy A x + s * -(v ⬝ᵥ A *ᵥ x) + s * s * harmonicEnergy A v := by
      funext s
      simp only [harmonicEnergy, Matrix.mulVec_add, Matrix.mulVec_smul, add_dotProduct,
        dotProduct_add, smul_dotProduct, dotProduct_smul, smul_eq_mul, hs]
      ring
    have h1 := hasDerivAt_line hE x v 0
    rw [hf, zero_smul, add_zero] at h1
    have h2 := (((hasDerivAt_id' (0 : ℝ)).mul_const (-(v ⬝ᵥ A *ᵥ x))).const_add
      (harmonicEnergy A x)).fun_add
      (((hasDerivAt_id' (0 : ℝ)).fun_mul (hasDerivAt_id' (0 : ℝ))).mul_const
        (harmonicEnergy A v))
    have h3 := h1.unique h2
    rw [h3]
    ring
  rw [key, neg_neg, single_dotProduct, one_mul]
```

Conversely, suppose A x has some energy E. For displacements u and v, go from 0 to u + v along 0 → u → u + v and along 0 → v → u + v. The segment formula gives

E(u + v) − E(0) = −(½ A u·u) − (A u·v + ½ A v·v),

E(u + v) − E(0) = −(½ A v·v) − (A v·u + ½ A u·u).

The left sides agree, and subtracting leaves

A u·v = A v·u.

For u = e_i and v = e_j this is A_ji = A_ij. The four segments are `h1` to `h4`, and `linarith` does the subtraction. The theorem states the equivalence for any finite set of labels: some E satisfies `IsEnergyOf E fun x => A *ᵥ x` if and only if `A.IsSymm`. With a single atom A is a 1 × 1 matrix and both sides hold.

```lean
/-- A linear force field `A x` is the negative gradient of some differentiable energy
if and only if the matrix `A` is symmetric. -/
theorem linear_force_conservative_iff (A : Matrix n n ℝ) :
    (∃ E, IsEnergyOf E fun x => A *ᵥ x) ↔ A.IsSymm := by
  refine ⟨fun ⟨E, h⟩ => ?_, fun hA => ⟨_, harmonicEnergy_isEnergyOf hA⟩⟩
  -- compare the paths 0 → u → u + v and 0 → v → u + v
  have key : ∀ u v : n → ℝ, (A *ᵥ u) ⬝ᵥ v = (A *ᵥ v) ⬝ᵥ u := by
    intro u v
    have h1 := energy_change h 0 u
    have h2 := energy_change h u v
    have h3 := energy_change h 0 v
    have h4 := energy_change h v u
    rw [add_comm v u] at h4
    simp only [zero_add, Matrix.mulVec_zero, zero_dotProduct] at h1 h3
    linarith
  refine Matrix.IsSymm.ext fun i j => ?_
  simpa using key (Pi.single i 1) (Pi.single j 1)
```

## The counter-example

The field F = (x₂ − x₁, x₁ − x₂, 0) contains only differences of positions, so a shift c cancels: (x₂ + c) − (x₁ + c) = x₂ − x₁. Each component changes sign under x ↦ −x. The components add to (x₂ − x₁) + (x₁ − x₂) + 0 = 0. Finally F(x) = A x, where A has the rows

(0, −1, 1), (0, 1, −1), (0, 0, 0).

Here A₀₁ = −1 and A₁₀ = 0: moving atom 1 changes the force on atom 0, while moving atom 0 leaves the force on atom 1 unchanged. The theorem is the conjunction of these three properties with the statement that no E satisfies `IsEnergyOf E directForce`. The first three bullets check the three properties from the components. In the fourth, `hF` rewrites the field as A x, the equivalence turns an assumed energy into symmetry of A, and `h.apply 0 1` gives the equation 0 = −1.

```lean
/-- The field `(x₂ - x₁, x₁ - x₂, 0)` is translation invariant, odd under reflection and
sums to zero, yet it is not the negative gradient of any differentiable energy. -/
theorem directForce_counterexample :
    TranslationInvariant directForce ∧ ReflectionOdd directForce ∧ ZeroNetForce directForce ∧
      ¬ ∃ E, IsEnergyOf E directForce := by
  refine ⟨fun x c => ?_, fun x => ?_, fun x => ?_, fun h => ?_⟩
  · ext i
    fin_cases i <;> simp [directForce]
  · ext i
    fin_cases i <;> simp [directForce] <;> ring
  · simp [directForce, Fin.sum_univ_succ]
  · -- the field is linear, with entries A₀₁ = -1 and A₁₀ = 0
    have hF : directForce = fun x =>
        (!![0, -1, 1; 0, 1, -1; 0, 0, 0] : Matrix (Fin 3) (Fin 3) ℝ) *ᵥ x := by
      ext x i
      fin_cases i <;> simp [directForce, Matrix.mulVec, dotProduct, Fin.sum_univ_three] <;> ring
    rw [hF, linear_force_conservative_iff] at h
    have h01 := h.apply 0 1
    simp at h01
```

In numbers, start at (0, 2, 4) and end at (1, 3, 4), so that the atoms stay apart and in the same order throughout. Moving atom 0 first, the force F₀ = x₂ − x₁ is 2 and the work is 2; moving atom 1 next, F₁ = x₁ − 4 rises from −2 to −1 and the work is −3/2. The total is +½. In the other order, atom 1 again contributes −3/2, and atom 0 then moves a unit distance under F₀ = 1, giving 1. The total is −½. An energy difference E(1, 3, 4) − E(0, 2, 4) would have to equal both −½ and +½, and going out by the first route and back by the second gains A₁₀ − A₀₁ = 1 unit of work per circuit.

## Two atoms

For two atoms the same conditions leave no such freedom among linear fields. Translation invariance at x = 0 with c = 1 gives A 1 = A 0 = 0, whose component 0 is

A₀₀ + A₀₁ = 0.

Zero net force at x = (1, 0) is the sum of column 0,

A₀₀ + A₁₀ = 0.

Hence A₀₁ = A₁₀, the matrix is symmetric, and E_A is an energy. These are `hr`, `hc` and `h01`. Oddness under reflection is not a hypothesis, since every linear field has it. The statement covers linear fields only and says nothing about nonlinear forces between two atoms.

```lean
/-- For two atoms on a line, every linear force field that is translation invariant and
sums to zero is the negative gradient of the quadratic energy `-(1/2) x · A x`. -/
theorem two_atoms_conservative (A : Matrix (Fin 2) (Fin 2) ℝ)
    (hT : TranslationInvariant fun x => A *ᵥ x) (hZ : ZeroNetForce fun x => A *ᵥ x) :
    IsEnergyOf (harmonicEnergy A) fun x => A *ᵥ x := by
  -- the first row and the first column both sum to zero
  have hr : A 0 0 + A 0 1 = 0 := by
    simpa [Matrix.mulVec, dotProduct, Fin.sum_univ_two] using congrFun (hT 0 1) 0
  have hc : A 0 0 + A 1 0 = 0 := by
    simpa [Matrix.mulVec, dotProduct, Fin.sum_univ_two] using hZ ![1, 0]
  have h01 : A 0 1 = A 1 0 := by linarith
  refine harmonicEnergy_isEnergyOf (Matrix.IsSymm.ext fun i j => ?_)
  fin_cases i <;> fin_cases j <;> simp [h01]

end

end DirectForcePrediction
```

Both hypotheses are needed. The field (x₀ − x₁, 0) is translation invariant, but its net force x₀ − x₁ is not zero; it has A₀₁ = −1 and A₁₀ = 0. The field (x₀, −x₀) sums to zero but changes under a shift; it has A₀₁ = 0 and A₁₀ = −1. Neither matrix is symmetric, so by the criterion of `linear_force_conservative_iff` neither field has an energy. These two fields, like the work values +½ and −½ above, were worked out on paper and not entered into Lean.

```lean
#print axioms DirectForcePrediction.directForce_counterexample
-- 'DirectForcePrediction.directForce_counterexample' depends on axioms: [propext, Classical.choice, Quot.sound]
#print axioms DirectForcePrediction.two_atoms_conservative
-- 'DirectForcePrediction.two_atoms_conservative' depends on axioms: [propext, Classical.choice, Quot.sound]
```
